# Squared BCS coherence factors as functions of level energies and positive gaps

A longitudinal sound wave passes through a superconductor and scatters a quasiparticle from a level with energy \(\xi\), measured from the chemical potential, to a level with energy \(\xi'\). The rate contains \((uu'-vv')^2\), where \(u,v\) and \(u',v'\) are the BCS amplitudes of the two levels. For nuclear spin relaxation the sign in the middle is a plus.

Two things puzzle me. Each amplitude is a square root, so the cross term \(2uu'vv'\) should be a product of four roots, yet the books write a rational expression in \(\xi\), \(\xi'\), the gap \(\Delta\) and the quasiparticle energies \(E\), \(E'\). Then, in the rate itself, the term \(\xi\xi'\) has disappeared. How can that be right, when a final level at \(\xi'=\xi\) and one at \(\xi'=-\xi\) have the same excitation energy but seem to scatter quite differently?

## The roots combine within each level

The four roots group into two products, \(uv\) and \(u'v'\), and each of these is a simple ratio. The term \(\xi\xi'\) is really there for a single final level. It cancels when the factors for the two final levels \(\xi'\) and \(-\xi'\) are added, as happens in the rate when both levels enter it with equal weight.

Let the gaps of the two levels be \(\Delta>0\) and \(\Delta'>0\); your case is \(\Delta'=\Delta\). Define

\[
E=\sqrt{\xi^2+\Delta^2},\qquad
u=\sqrt{\tfrac12\left(1+\tfrac{\xi}{E}\right)},\qquad
v=\sqrt{\tfrac12\left(1-\tfrac{\xi}{E}\right)},
\]

and likewise for the primed quantities. Since \(\Delta>0\), we have \(E>0\), and \(|\xi|\le E\) makes both radicands nonnegative. Hence \(u^2=(1+\xi/E)/2\), \(v^2=(1-\xi/E)/2\) and \(u^2+v^2=1\). For the product,

\[
(2uv)^2=\left(1+\frac{\xi}{E}\right)\left(1-\frac{\xi}{E}\right)
=\frac{E^2-\xi^2}{E^2}=\frac{\Delta^2}{E^2}.
\]

Both \(2uv\) and \(\Delta/E\) are nonnegative, so \(2uv=\Delta/E\). This is where the choice of nonnegative roots enters.

Now expand the square:

\[
(uu'\mp vv')^2=u^2u'^2+v^2v'^2\mp\tfrac12(2uv)(2u'v').
\]

The first two terms add up to

\[
\tfrac14\left[\left(1+\tfrac{\xi}{E}\right)\left(1+\tfrac{\xi'}{E'}\right)
+\left(1-\tfrac{\xi}{E}\right)\left(1-\tfrac{\xi'}{E'}\right)\right]
=\tfrac12\left(1+\frac{\xi\xi'}{EE'}\right),
\]

and the last is \(\mp\Delta\Delta'/(2EE')\). Therefore

\[
(uu'\mp vv')^2=\frac12\left(1+\frac{\xi\xi'\mp\Delta\Delta'}{EE'}\right).
\]

When two quasiparticles are created instead of one being scattered, the combinations are \(uv'\pm vu'\). Here \(u^2v'^2+v^2u'^2=\tfrac12(1-\xi\xi'/(EE'))\), and the same cross term gives

\[
(uv'\pm vu')^2=\frac12\left(1-\frac{\xi\xi'\mp\Delta\Delta'}{EE'}\right).
\]

The amplitudes are also the ones that diagonalise the pairing problem. From the formulas above, \(\xi=E(u^2-v^2)\) and \(\Delta=2Euv\), so

\[
\xi u+\Delta v=Eu(u^2+v^2)=Eu,\qquad
\Delta u-\xi v=Ev(u^2+v^2)=Ev.
\]

Thus \((u,v)\) is an eigenvector, with eigenvalue \(E\), of the Nambu matrix \(\xi\tau_3+\Delta\tau_1\), where \(\tau_1\) and \(\tau_3\) are Pauli matrices in particle-hole space.

## Mirror levels and the missing \(\xi\xi'\)

Take a common gap from here on. Replacing \(\xi\) by \(-\xi\) leaves \(E\) unchanged and exchanges \(u\) with \(v\). For \(\xi'=-\xi\) this gives \(uu'-vv'=uv-vu=0\), so the scattering you suspected of being different is in fact forbidden for the minus sign.

No other level has this property. If the factor vanishes, then \(\xi\xi'-\Delta^2=-EE'\). Squaring and inserting \(E^2=\xi^2+\Delta^2\) and \(E'^2=\xi'^2+\Delta^2\) leaves

\[
\Delta^2(\xi+\xi')^2=0,
\]

and \(\Delta>0\) forces \(\xi'=-\xi\). A level at the chemical potential is its own mirror image, so for \(\xi=0\) the forbidden final level is \(\xi'=0\).

Adding the squared factors for \(\xi'\) and \(-\xi'\) cancels the term odd in \(\xi'\):

\[
(uu'\mp vv')^2\big|_{\xi'}+(uu'\mp vv')^2\big|_{-\xi'}=1\mp\frac{\Delta^2}{EE'}.
\]

With \(\xi=3\), \(\Delta=4\) and \(E=5\) in some energy unit, \(u^2=0.8\) and \(v^2=0.2\). The minus-sign factor squared is \(0.36\) for \(\xi'=3\) and \(0\) for \(\xi'=-3\). The sum is \(0.36=1-16/25\).

## The same statements in Lean

In the file, `E`, `u` and `v` are functions of a level energy and a gap, so \(u'\) appears as `u ξ' Δ'`. All quantities are real numbers.

```lean
import Mathlib

open Matrix

namespace BCSCoherenceFactors

noncomputable section

/-- Quasiparticle energy of a level with energy `ξ` (measured from the chemical potential)
and gap `Δ`. -/
def E (ξ Δ : ℝ) : ℝ := Real.sqrt (ξ ^ 2 + Δ ^ 2)

/-- BCS amplitude `u`, the nonnegative root of `(1 + ξ/E)/2`; its domain is `E ≠ 0`. -/
def u (ξ Δ : ℝ) : ℝ := Real.sqrt ((1 + ξ / E ξ Δ) / 2)

/-- BCS amplitude `v`, the nonnegative root of `(1 - ξ/E)/2`; its domain is `E ≠ 0`. -/
def v (ξ Δ : ℝ) : ℝ := Real.sqrt ((1 - ξ / E ξ Δ) / 2)

/-- For a positive gap the quasiparticle energy is positive. -/
theorem E_pos (ξ : ℝ) {Δ : ℝ} (hΔ : 0 < Δ) : 0 < E ξ Δ :=
  Real.sqrt_pos.mpr (by positivity)

/-- The squared quasiparticle energy is `ξ² + Δ²`. -/
theorem E_sq (ξ Δ : ℝ) : E ξ Δ ^ 2 = ξ ^ 2 + Δ ^ 2 :=
  Real.sq_sqrt (by positivity)

/-- For a positive gap the squared amplitudes are `u² = (1 + ξ/E)/2` and
`v² = (1 - ξ/E)/2`. -/
theorem amplitudes_sq (ξ : ℝ) {Δ : ℝ} (hΔ : 0 < Δ) :
    u ξ Δ ^ 2 = (1 + ξ / E ξ Δ) / 2 ∧ v ξ Δ ^ 2 = (1 - ξ / E ξ Δ) / 2 := by
  have hE := E_pos ξ hΔ
  -- the level energy never exceeds the quasiparticle energy in magnitude
  have habs : |ξ| ≤ E ξ Δ := Real.abs_le_sqrt (by nlinarith [sq_nonneg Δ])
  obtain ⟨hl, hr⟩ := abs_le.mp habs
  have h1 : -1 ≤ ξ / E ξ Δ := by
    rw [le_div_iff₀ hE]
    linarith
  have h2 : ξ / E ξ Δ ≤ 1 := by
    rw [div_le_iff₀ hE]
    linarith
  exact ⟨Real.sq_sqrt (by linarith), Real.sq_sqrt (by linarith)⟩

/-- For a positive gap the product of the amplitudes obeys `2uv = Δ/E`. -/
theorem two_mul_u_mul_v (ξ : ℝ) {Δ : ℝ} (hΔ : 0 < Δ) :
    2 * u ξ Δ * v ξ Δ = Δ / E ξ Δ := by
  have hE := E_pos ξ hΔ
  obtain ⟨hu, hv⟩ := amplitudes_sq ξ hΔ
  have hunit : (ξ / E ξ Δ) ^ 2 + (Δ / E ξ Δ) ^ 2 = 1 := by
    rw [div_pow, div_pow, ← add_div, ← E_sq ξ Δ, div_self (pow_ne_zero 2 hE.ne')]
  have hu0 : 0 ≤ u ξ Δ := Real.sqrt_nonneg _
  have hv0 : 0 ≤ v ξ Δ := Real.sqrt_nonneg _
  -- both sides are nonnegative, so it is enough to compare squares
  refine (sq_eq_sq₀ (by positivity) (by positivity)).mp ?_
  linear_combination 4 * v ξ Δ ^ 2 * hu + 2 * (1 + ξ / E ξ Δ) * hv - hunit

/-- For a positive gap the spinor `(u, v)` is an eigenvector of the Nambu matrix
`ξ τ₃ + Δ τ₁` with eigenvalue `E`. -/
theorem nambu_eigenvector (ξ : ℝ) {Δ : ℝ} (hΔ : 0 < Δ) :
    !![ξ, Δ; Δ, -ξ] *ᵥ ![u ξ Δ, v ξ Δ] = E ξ Δ • ![u ξ Δ, v ξ Δ] := by
  have hE := (E_pos ξ hΔ).ne'
  obtain ⟨hu, hv⟩ := amplitudes_sq ξ hΔ
  have hn : u ξ Δ ^ 2 + v ξ Δ ^ 2 = 1 := by linarith
  -- express the level energy and the gap through the amplitudes
  have hx : ξ = E ξ Δ * (u ξ Δ ^ 2 - v ξ Δ ^ 2) := by
    have h : E ξ Δ * (ξ / E ξ Δ) = ξ := by field_simp
    linear_combination -h - E ξ Δ * (hu - hv)
  have hd : Δ = E ξ Δ * (2 * u ξ Δ * v ξ Δ) := by
    rw [two_mul_u_mul_v ξ hΔ]
    field_simp
  have h1 : ξ * u ξ Δ + Δ * v ξ Δ = E ξ Δ * u ξ Δ := by
    linear_combination u ξ Δ * hx + v ξ Δ * hd + E ξ Δ * u ξ Δ * hn
  have h2 : Δ * u ξ Δ + -ξ * v ξ Δ = E ξ Δ * v ξ Δ := by
    linear_combination u ξ Δ * hd - v ξ Δ * hx + E ξ Δ * v ξ Δ * hn
  ext i
  fin_cases i
  · simpa [Matrix.mulVec, dotProduct, Fin.sum_univ_two] using h1
  · simpa [Matrix.mulVec, dotProduct, Fin.sum_univ_two] using h2

/-- Coherence factors for quasiparticle scattering between two levels with positive gaps
`Δ` and `Δ'`: the squares of `uu' - vv'` and `uu' + vv'` in terms of the energies. -/
theorem scattering_coherence_factors (ξ ξ' : ℝ) {Δ Δ' : ℝ} (hΔ : 0 < Δ) (hΔ' : 0 < Δ') :
    (u ξ Δ * u ξ' Δ' - v ξ Δ * v ξ' Δ') ^ 2
        = (1 + (ξ * ξ' - Δ * Δ') / (E ξ Δ * E ξ' Δ')) / 2 ∧
    (u ξ Δ * u ξ' Δ' + v ξ Δ * v ξ' Δ') ^ 2
        = (1 + (ξ * ξ' + Δ * Δ') / (E ξ Δ * E ξ' Δ')) / 2 := by
  obtain ⟨hu, hv⟩ := amplitudes_sq ξ hΔ
  obtain ⟨hu', hv'⟩ := amplitudes_sq ξ' hΔ'
  have hw := two_mul_u_mul_v ξ hΔ
  have hw' := two_mul_u_mul_v ξ' hΔ'
  -- the cross term of each square is a product of two pair amplitudes
  constructor
  · calc _ = u ξ Δ ^ 2 * u ξ' Δ' ^ 2 + v ξ Δ ^ 2 * v ξ' Δ' ^ 2
          - (2 * u ξ Δ * v ξ Δ) * (2 * u ξ' Δ' * v ξ' Δ') / 2 := by ring
      _ = _ := by rw [hu, hv, hu', hv', hw, hw']; ring
  · calc _ = u ξ Δ ^ 2 * u ξ' Δ' ^ 2 + v ξ Δ ^ 2 * v ξ' Δ' ^ 2
          + (2 * u ξ Δ * v ξ Δ) * (2 * u ξ' Δ' * v ξ' Δ') / 2 := by ring
      _ = _ := by rw [hu, hv, hu', hv', hw, hw']; ring

/-- Coherence factors for the creation of two quasiparticles in levels with positive gaps
`Δ` and `Δ'`: the squares of `uv' + vu'` and `uv' - vu'` in terms of the energies. -/
theorem pair_creation_coherence_factors (ξ ξ' : ℝ) {Δ Δ' : ℝ}
    (hΔ : 0 < Δ) (hΔ' : 0 < Δ') :
    (u ξ Δ * v ξ' Δ' + v ξ Δ * u ξ' Δ') ^ 2
        = (1 - (ξ * ξ' - Δ * Δ') / (E ξ Δ * E ξ' Δ')) / 2 ∧
    (u ξ Δ * v ξ' Δ' - v ξ Δ * u ξ' Δ') ^ 2
        = (1 - (ξ * ξ' + Δ * Δ') / (E ξ Δ * E ξ' Δ')) / 2 := by
  obtain ⟨hu, hv⟩ := amplitudes_sq ξ hΔ
  obtain ⟨hu', hv'⟩ := amplitudes_sq ξ' hΔ'
  have hw := two_mul_u_mul_v ξ hΔ
  have hw' := two_mul_u_mul_v ξ' hΔ'
  constructor
  · calc _ = u ξ Δ ^ 2 * v ξ' Δ' ^ 2 + v ξ Δ ^ 2 * u ξ' Δ' ^ 2
          + (2 * u ξ Δ * v ξ Δ) * (2 * u ξ' Δ' * v ξ' Δ') / 2 := by ring
      _ = _ := by rw [hu, hv, hu', hv', hw, hw']; ring
  · calc _ = u ξ Δ ^ 2 * v ξ' Δ' ^ 2 + v ξ Δ ^ 2 * u ξ' Δ' ^ 2
          - (2 * u ξ Δ * v ξ Δ) * (2 * u ξ' Δ' * v ξ' Δ') / 2 := by ring
      _ = _ := by rw [hu, hv, hu', hv', hw, hw']; ring

/-- Reflecting a level through the chemical potential keeps its quasiparticle energy and
exchanges the amplitudes `u` and `v`. -/
theorem particle_hole_reflection (ξ Δ : ℝ) :
    E (-ξ) Δ = E ξ Δ ∧ u (-ξ) Δ = v ξ Δ ∧ v (-ξ) Δ = u ξ Δ := by
  have hE : E (-ξ) Δ = E ξ Δ := by simp [E]
  refine ⟨hE, ?_, ?_⟩
  · unfold u v
    rw [hE, neg_div, ← sub_eq_add_neg]
  · unfold u v
    rw [hE, neg_div, sub_neg_eq_add]

/-- For a common positive gap the scattering factor `uu' - vv'` vanishes exactly when the
two levels are mirror images of each other in the chemical potential. -/
theorem destructive_interference_iff (ξ ξ' : ℝ) {Δ : ℝ} (hΔ : 0 < Δ) :
    u ξ Δ * u ξ' Δ - v ξ Δ * v ξ' Δ = 0 ↔ ξ' = -ξ := by
  constructor
  · intro h0
    have h := (scattering_coherence_factors ξ ξ' hΔ hΔ).1
    rw [h0] at h
    have hq : (ξ * ξ' - Δ * Δ) / (E ξ Δ * E ξ' Δ) = -1 := by linarith
    rw [div_eq_iff (mul_pos (E_pos ξ hΔ) (E_pos ξ' hΔ)).ne'] at hq
    -- squaring the energy relation leaves a perfect square
    have hs : Δ ^ 2 * (ξ + ξ') ^ 2 = 0 := by
      linear_combination -E ξ' Δ ^ 2 * E_sq ξ Δ - (ξ ^ 2 + Δ ^ 2) * E_sq ξ' Δ
        + (E ξ Δ * E ξ' Δ - (ξ * ξ' - Δ * Δ)) * hq
    rcases mul_eq_zero.mp hs with h | h
    · exact absurd h (pow_pos hΔ 2).ne'
    · have h' : ξ + ξ' = 0 := (pow_eq_zero_iff two_ne_zero).mp h
      linarith
  · rintro rfl
    obtain ⟨-, hu, hv⟩ := particle_hole_reflection ξ Δ
    rw [hu, hv]
    ring

/-- For a common positive gap, summing the squared scattering factors over the two levels
`ξ'` and `-ξ'` gives `1 - Δ²/(EE')` for `uu' - vv'` and `1 + Δ²/(EE')` for `uu' + vv'`. -/
theorem coherence_factors_sum_reflected (ξ ξ' : ℝ) {Δ : ℝ} (hΔ : 0 < Δ) :
    (u ξ Δ * u ξ' Δ - v ξ Δ * v ξ' Δ) ^ 2 + (u ξ Δ * u (-ξ') Δ - v ξ Δ * v (-ξ') Δ) ^ 2
        = 1 - Δ ^ 2 / (E ξ Δ * E ξ' Δ) ∧
    (u ξ Δ * u ξ' Δ + v ξ Δ * v ξ' Δ) ^ 2 + (u ξ Δ * u (-ξ') Δ + v ξ Δ * v (-ξ') Δ) ^ 2
        = 1 + Δ ^ 2 / (E ξ Δ * E ξ' Δ) := by
  obtain ⟨h1, h2⟩ := scattering_coherence_factors ξ ξ' hΔ hΔ
  obtain ⟨h3, h4⟩ := scattering_coherence_factors ξ (-ξ') hΔ hΔ
  have hE := (particle_hole_reflection ξ' Δ).1
  -- the terms odd in the second level energy cancel
  constructor
  · rw [h1, h3, hE]
    ring
  · rw [h2, h4, hE]
    ring

end

end BCSCoherenceFactors
```

```lean
#print axioms BCSCoherenceFactors.nambu_eigenvector
-- 'BCSCoherenceFactors.nambu_eigenvector' depends on axioms: [propext, Classical.choice, Quot.sound]
#print axioms BCSCoherenceFactors.pair_creation_coherence_factors
-- 'BCSCoherenceFactors.pair_creation_coherence_factors' depends on axioms: [propext, Classical.choice, Quot.sound]
#print axioms BCSCoherenceFactors.destructive_interference_iff
-- 'BCSCoherenceFactors.destructive_interference_iff' depends on axioms: [propext, Classical.choice, Quot.sound]
#print axioms BCSCoherenceFactors.coherence_factors_sum_reflected
-- 'BCSCoherenceFactors.coherence_factors_sum_reflected' depends on axioms: [propext, Classical.choice, Quot.sound]
```

The central theorem is `scattering_coherence_factors`. It says that for any real `ξ` and `ξ'` and any positive `Δ` and `Δ'`, both squared scattering factors have the values derived above, first for the minus sign and then for the plus sign. Setting `Δ'` equal to `Δ` gives the formulas in your books. `pair_creation_coherence_factors` has the same hypotheses and treats \(uv'+vu'\) and \(uv'-vu'\). The two statements about mirror levels, `destructive_interference_iff` and `coherence_factors_sum_reflected`, assume one common gap. In the latter, `ξ' = 0` is allowed and simply counts the same level twice.

The hypothesis `0 < Δ` stands for a paired state whose order parameter has been made real and positive by a choice of phase. The gap is a given number; no self-consistency equation determines it. With two gaps, the hypotheses also fix their relative phase to zero. Some condition that keeps \(E\) away from zero is needed: at \(\xi=\Delta=0\), Lean's convention that division by zero gives zero would yield \(2uv=1\) where \(\Delta/E\) is \(0\).

The sign convention is visible in `nambu_eigenvector`, where `*ᵥ` multiplies a matrix by a vector and `•` multiplies a vector by a number. The off-diagonal entry is \(+\Delta\). Texts that put \(-\Delta\) there have \((u,-v)\) as the eigenvector for \(+E\), with the same nonnegative \(u\) and \(v\).

What connects these identities to your sound wave is the Bogoliubov transformation of the probe's operator, which decides whether the plus or the minus combination multiplies the matrix element. That step is physics input here. Within mean-field BCS theory with a real positive gap, the identities then supply the weights of the quasiparticle transitions.

## From the radicands to the mirror levels

`E_pos` and `E_sq` record that \(E>0\) and \(E^2=\xi^2+\Delta^2\). `amplitudes_sq` derives \(|\xi|\le E\), turns it into \(-1\le\xi/E\le1\), and so removes the square roots from \(u^2\) and \(v^2\).

`two_mul_u_mul_v` contains the sign argument. The lemma `sq_eq_sq₀` reduces an equality of nonnegative numbers to an equality of their squares. The tactic `linear_combination` then obtains the squared equality from the formulas for \(u^2\) and \(v^2\) together with \((\xi/E)^2+(\Delta/E)^2=1\).

The proof of `nambu_eigenvector` first writes \(\xi\) and \(\Delta\) through the amplitudes, as `hx` and `hd`. It proves the two component equations `h1` and `h2` using \(u^2+v^2=1\), and finally matches them with the entries of the matrix-vector product.

Both theorems on coherence factors follow the expansion above. In each `calc` block, the first line regroups the square so that only \(u^2\), \(v^2\), \(2uv\) and their primed partners occur. The second line substitutes their values, and `ring` collects the terms.

`particle_hole_reflection` follows from the definitions and needs no condition on the gap. It supplies the direction of `destructive_interference_iff` in which \(\xi'=-\xi\) is given. The other direction takes the squared factor from the central theorem, sets it to zero, clears the denominator \(EE'\), and reaches the perfect square in `hs`. For `coherence_factors_sum_reflected`, the central theorem is applied at `ξ'` and at `-ξ'`, the two equal energies are identified, and `ring` carries out the cancellation.

## A description by angles

The amplitudes could have been defined by an angle \(\theta\) between \(0\) and \(\pi\), with \(\xi=E\cos\theta\), \(\Delta=E\sin\theta\), \(u=\cos(\theta/2)\) and \(v=\sin(\theta/2)\). Then

\[
uu'\mp vv'=\cos\frac{\theta\pm\theta'}{2},
\]

and the squared factors follow from the half-angle formula. The minus-sign factor vanishes when \(\theta+\theta'=\pi\), which for a common gap again means \(\xi'=-\xi\). The algebra becomes shorter, but the angle must first be obtained from \(\xi\) and \(\Delta\), which are the quantities a calculation starts from.

## Where the sum enters a rate

In a rate calculation one sums over final levels. Suppose that the normal-state density of levels is constant near the chemical potential, and that the rest of the integrand, \(g(E')\), depends on the final level only through its energy. Each \(E'>\Delta\) is then reached from two levels, \(\xi'=\pm\sqrt{E'^2-\Delta^2}\), and

\[
\int_{-\infty}^{\infty}d\xi'\,g(E')\,(uu'\mp vv')^2
=\int_\Delta^\infty dE'\,\frac{E'}{\sqrt{E'^2-\Delta^2}}\,g(E')\left(1\mp\frac{\Delta^2}{EE'}\right).
\]

This is the point at which \(\xi\xi'\) leaves the formula. If the energy transfer is very small, \(E'\approx E\), and the initial level contributes a second density factor \(E/\sqrt{E^2-\Delta^2}\). For the minus sign, the product of the two densities and the bracket tends to \(1\), so the singularity at the gap edge cancels. For the plus sign it tends to \((E^2+\Delta^2)/(E^2-\Delta^2)\), which remains singular there. In this model, that difference separates the low-frequency absorption of sound from nuclear spin relaxation.
